# The energy −2Z²/(D − 1)² falls to minus infinity as the dimension D decreases to one

For a real dimension D, a real charge Z and a natural number l, the file defines an energy by the formula −2Z²/(2l + D − 1)²; it is not derived from a Hamiltonian. The lemma says that for l = 0 and fixed Z ≠ 0 this energy tends to minus infinity as D approaches 1 from above. The attempt first shows that (D − 1)² tends to 0 through positive values, so that its inverse tends to plus infinity. It then multiplies by the negative constant −2Z².

Lean 4 with Mathlib refuses this proof:

```lean
import Mathlib

open Filter Topology

namespace EnergyTendstoAtBot

noncomputable section

/-- The energy `-2 Z² / (2 l + D - 1)²`, for `2 l + D ≠ 1`. -/
def orbitalEnergy (D Z : ℝ) (l : ℕ) : ℝ := -2 * Z ^ 2 / (2 * l + D - 1) ^ 2

/-- For nonzero charge, the energy at `l = 0` tends to minus infinity as the dimension
decreases to one. -/
theorem energy_tendsto_atBot {Z : ℝ} (hZ : Z ≠ 0) :
    Tendsto (fun D => orbitalEnergy D Z 0) (𝓝[>] 1) atBot := by
  have hc : Continuous (fun D : ℝ => (D - 1) ^ 2) := by fun_prop
  have ht : Tendsto (fun D : ℝ => (D - 1) ^ 2) (𝓝[>] 1) (𝓝[>] 0) := by
    refine tendsto_nhdsWithin_iff.2
      ⟨(hc.tendsto' 1 0 (by norm_num)).mono_left nhdsWithin_le_nhds, ?_⟩
    filter_upwards [self_mem_nhdsWithin] with D hD
    exact pow_pos (sub_pos.2 hD) 2
  have hneg : -2 * Z ^ 2 < 0 := by
    have hZ2 : 0 < Z ^ 2 := by positivity
    linarith
  -- a negative constant times the diverging inverse square
  refine ((tendsto_inv_nhdsGT_zero.comp ht).const_mul_atTop_of_neg hneg).congr fun D => ?_
  simp [orbitalEnergy, div_eq_mul_inv]

end

end EnergyTendstoAtBot
```

Messages:

```
Main.lean:21:18: error: Application type mismatch: The argument
  sub_pos.mpr ?m.203
has type
  @OfNat.ofNat ?m.195 0 (@Zero.toOfNat0 ?m.195 SubtractionMonoid.toSubNegZeroMonoid.toNegZeroClass.toZero) <
    ?m.199 - ?m.200
but is expected to have type
  @OfNat.ofNat ?m.189 0 (@Zero.toOfNat0 ?m.189 MonoidWithZero.toMulZeroOneClass.toMulZeroClass.toZero) < ?m.192
in the application
  pow_pos (sub_pos.mpr ?m.203)
```

The repair, with which the file compiles:

```diff
@@ -19,5 +19,6 @@
       ⟨(hc.tendsto' 1 0 (by norm_num)).mono_left nhdsWithin_le_nhds, ?_⟩
     filter_upwards [self_mem_nhdsWithin] with D hD
-    exact pow_pos (sub_pos.2 hD) 2
+    have hD1 : (0 : ℝ) < D - 1 := sub_pos.2 (Set.mem_Ioi.1 hD)
+    exact Set.mem_Ioi.2 (pow_pos hD1 2)
   have hneg : -2 * Z ^ 2 < 0 := by
     have hZ2 : 0 < Z ^ 2 := by positivity
```

The error is in the step showing that (D − 1)² is positive. The goal there is the membership `(D - 1) ^ 2 ∈ Set.Ioi 0`, not an inequality in plain form, and Lean came to check the argument of `pow_pos` before it had used the goal to learn which number type was meant. In the message that type is still a placeholder, `?m.189` or `?m.195`. `sub_pos` and `pow_pos` each get their zero from a different algebraic structure, and with the type unknown Lean could not identify the two zeros.

The repair first states `hD1 : (0 : ℝ) < D - 1`. This fixes the type as ℝ, where the two zeros agree, so `pow_pos hD1 2` is accepted. `Set.mem_Ioi.1` reads `hD` as the inequality `1 < D`, and `Set.mem_Ioi.2` turns the positivity of the square back into the membership the goal asks for. These two only spell out what membership in `Set.Ioi` means by definition. The mathematical argument is unchanged.
